# Counting the dipole-allowed levels of a 2p⁵3d¹ core exciton in spherical and octahedral symmetry

Before diagonalising the 60-dimensional Hamiltonian of a 2p⁵3d¹ configuration, one can restrict it to the states that transform like one component of the dipole. The averages below give the size of that block, and so the largest number of electric-dipole lines at the L₂,₃ edge, in a model with one p hole, one d electron and a closed-shell, rotation-invariant ground state. They give no energies or intensities.

## Characters and averages

```lean
import Mathlib

open Finset

namespace CoreExcitonMultiplets
```

A rotation by angle \(t\) has trace \(c=1+2\cos t\). Let \(\chi_J(c)\), in Lean `rotChar c J`, be defined by
\[
\chi_0=1,\quad \chi_1=c,\quad \chi_{J+2}=(c-1)\chi_{J+1}-\chi_J .
\]

```lean
/-- The character of angular momentum `J` as a polynomial in the trace `c` of the
3x3 rotation matrix. -/
def rotChar {R : Type*} [CommRing R] (c : R) : ℕ → R
  | 0 => 1
  | 1 => c
  | J + 2 => (c - 1) * rotChar c (J + 1) - rotChar c J
```

The product to be averaged is \(F(c)=c^2(c^2-c-1)(1+c)\), called `edgeChar`.

```lean
/-- The character product of dipole, p hole, d electron and two spins. -/
def edgeChar {R : Type*} [CommRing R] (c : R) : R :=
  c ^ 2 * (c ^ 2 - c - 1) * (1 + c)
```

The numbers \(n_J\), called `levels J`, will count the hole–electron levels of total angular momentum \(J\).

```lean
/-- The coefficients 1, 3, 4, 3, 1 for total angular momentum `J = 0, ..., 4`. -/
def levels : ℕ → ℕ
  | 0 => 1
  | 1 => 3
  | 2 => 4
  | 3 => 3
  | 4 => 1
  | _ => 0
```

A permutation \(\sigma\) of the axes and signs \(s_i=\pm1\) define a matrix that sends \(e_j\) to \(s_{\sigma(j)}e_{\sigma(j)}\). Those of determinant one are the octahedral rotations.

```lean
/-- The signed permutation matrix that sends axis `j` to axis `σ j` with a sign. -/
def signedPerm (g : Equiv.Perm (Fin 3) × (Fin 3 → ℤˣ)) : Matrix (Fin 3) (Fin 3) ℤ :=
  fun i j => if g.1 j = i then (g.2 i : ℤ) else 0

/-- The octahedral rotations: signed permutations whose matrix has determinant one. -/
def octahedral : Finset (Equiv.Perm (Fin 3) × (Fin 3 → ℤˣ)) :=
  univ.filter fun g => (signedPerm g).det = 1
```

`octAverage` is the mean over these matrices. `sphAverage` is defined with the class weight \((1-\cos t)/\pi\) on \([0,\pi]\), the standard weight of rotation angles when all rotations are equally likely. Inversion leaves the count unchanged, since the dipole and the p–d pair are both odd.

```lean
/-- The average of a function of the trace over the octahedral rotations. -/
def octAverage (f : ℚ → ℚ) : ℚ :=
  (∑ g ∈ octahedral, f (((signedPerm g).trace : ℤ) : ℚ)) / (octahedral.card : ℚ)

/-- The average of a function of the trace over all rotations, written as an integral
over the rotation angle. -/
noncomputable def sphAverage (f : ℝ → ℝ) : ℝ :=
  (1 / Real.pi) * ∫ t in (0 : ℝ)..Real.pi, (1 - Real.cos t) * f (1 + 2 * Real.cos t)
```

## (a) Faithful labels

Show that \((\sigma,s)\mapsto M_{\sigma,s}\), the matrix just defined, is injective.

Column \(j\) has its only non-zero entry in row \(\sigma(j)\), with value \(s_{\sigma(j)}\). The matrix therefore fixes \(\sigma\) and, as \(\sigma\) is onto, every sign. Lean compares the same entries.

```lean
/-- Different permutations or signs give different matrices. -/
theorem signedPerm_injective : Function.Injective signedPerm := by
  rintro ⟨σ, s⟩ ⟨τ, u⟩ h
  have h1 : ∀ j, τ j = σ j ∧ s (σ j) = u (σ j) := by
    intro j
    have e := congrFun (congrFun h (σ j)) j
    by_cases hj : τ j = σ j
    · refine ⟨hj, Units.ext ?_⟩
      simpa [signedPerm, hj] using e
    · exact absurd e (by simp [signedPerm, hj])
  have hσ : σ = τ := Equiv.ext fun j => (h1 j).1.symm
  have hs : s = u := funext fun i => by simpa using (h1 (σ.symm i)).2
  rw [hσ, hs]
```

## (b) Octahedral traces

Show that, for every function \(f\),
\[
\langle f\rangle_{\rm oct}=\tfrac1{24}\bigl[f(3)+8f(0)+9f(-1)+6f(1)\bigr].
\]

The determinant is \(\operatorname{sgn}(\sigma)\,s_0s_1s_2\).

- The identity permutation gives trace 3 once and −1 three times.
- The two 3-cycles, with four sign choices each, give trace 0.
- Each of the three transpositions gives trace 1 twice and −1 twice.

Lean enumerates the 48 signed permutations with `decide +kernel` instead.

```lean
/-- The octahedral average as a sum over traces: 3 occurs once, 0 eight times,
-1 nine times and 1 six times. -/
theorem octAverage_eq (f : ℚ → ℚ) :
    octAverage f = (f 3 + 8 * f 0 + 9 * f (-1) + 6 * f 1) / 24 := by
  -- write the determinant out, so that the 48 matrices can be enumerated
  have hO : octahedral = univ.filter fun g =>
      signedPerm g 0 0 * signedPerm g 1 1 * signedPerm g 2 2
      - signedPerm g 0 0 * signedPerm g 1 2 * signedPerm g 2 1
      - signedPerm g 0 1 * signedPerm g 1 0 * signedPerm g 2 2
      + signedPerm g 0 1 * signedPerm g 1 2 * signedPerm g 2 0
      + signedPerm g 0 2 * signedPerm g 1 0 * signedPerm g 2 1
      - signedPerm g 0 2 * signedPerm g 1 1 * signedPerm g 2 0 = 1 := by
    unfold octahedral
    refine Finset.filter_congr fun g _ => ?_
    have h := Matrix.det_fin_three (signedPerm g)
    constructor <;> intro h' <;> linarith
  have key : octahedral.val.map (fun g => (signedPerm g).trace) =
      Multiset.replicate 1 (3 : ℤ) + Multiset.replicate 8 0
        + Multiset.replicate 9 (-1) + Multiset.replicate 6 1 := by
    rw [hO]
    decide +kernel
  have hsum : ∀ k : ℚ → ℚ, ∑ g ∈ octahedral, k (((signedPerm g).trace : ℤ) : ℚ)
      = k 3 + 8 * k 0 + 9 * k (-1) + 6 * k 1 := by
    intro k
    calc ∑ g ∈ octahedral, k (((signedPerm g).trace : ℤ) : ℚ)
        = ((octahedral.val.map (fun g => (signedPerm g).trace)).map
            (fun z : ℤ => k (z : ℚ))).sum := by
          rw [Multiset.map_map]; rfl
      _ = _ := by
          rw [key]
          simp only [Multiset.map_add, Multiset.map_replicate, Multiset.sum_add,
            Multiset.sum_replicate, nsmul_eq_mul]
          push_cast
          ring
  have hc : (octahedral.card : ℚ) = 24 := by
    have h := hsum (fun _ => 1)
    simp only [Finset.sum_const, nsmul_eq_mul, mul_one] at h
    linarith
  rw [octAverage, hsum, hc]
```

## (c) Rotation characters

Show that \(\sin(t/2)\,\chi_J(1+2\cos t)=\sin\bigl((J+\tfrac12)t\bigr)\).

The case \(J=0\) is immediate, and \(J=1\) is \(\sin(3t/2)-\sin(t/2)=2\cos t\,\sin(t/2)\). For the induction step put \(\theta=(J+\tfrac32)t\). Then
\[
\sin(\theta+t)=2\cos t\,\sin\theta-\sin(\theta-t),
\]
which is the recursion, because \(c-1=2\cos t\). The final `linear_combination` is this step.

```lean
/-- For a rotation by angle `t`, the character of angular momentum `J` times `sin (t/2)`
is `sin ((J + 1/2) t)`. -/
theorem sin_mul_rotChar (t : ℝ) : ∀ J : ℕ,
    Real.sin (t / 2) * rotChar (1 + 2 * Real.cos t) J = Real.sin (((J : ℝ) + 1 / 2) * t)
  | 0 => by
    have e : (((0 : ℕ) : ℝ) + 1 / 2) * t = t / 2 := by push_cast; ring
    rw [e]
    simp [rotChar]
  | 1 => by
    have e : (((1 : ℕ) : ℝ) + 1 / 2) * t = t / 2 + t := by push_cast; ring
    have h : Real.sin (t / 2 - t) = -Real.sin (t / 2) := by
      rw [← Real.sin_neg]; congr 1; ring
    rw [Real.sin_sub] at h
    rw [e, Real.sin_add]
    simp only [rotChar]
    linear_combination h
  | J + 2 => by
    have h1 := sin_mul_rotChar t (J + 1)
    have h0 := sin_mul_rotChar t J
    have e0 : ((J : ℝ) + 1 / 2) * t = (((J + 1 : ℕ) : ℝ) + 1 / 2) * t - t := by
      push_cast; ring
    have e2 : (((J + 2 : ℕ) : ℝ) + 1 / 2) * t = (((J + 1 : ℕ) : ℝ) + 1 / 2) * t + t := by
      push_cast; ring
    rw [e0, Real.sin_sub] at h0
    rw [e2, Real.sin_add]
    simp only [rotChar]
    linear_combination 2 * Real.cos t * h1 - h0
```

## (d) The weighted product

With \(c=1+2\cos t\), show that
\[
(1-\cos t)\chi_K\chi_J=\cos((K-J)t)-\cos((K+J+1)t).
\]

Since \(1-\cos t=2\sin^2(t/2)\), part (c) turns the left side into \(2\sin((K+\tfrac12)t)\sin((J+\tfrac12)t)\). The product formula for sines finishes it.

```lean
/-- The weighted product of two rotation characters is a difference of two cosines. -/
theorem weighted_product (t : ℝ) (K J : ℕ) :
    (1 - Real.cos t) * (rotChar (1 + 2 * Real.cos t) K * rotChar (1 + 2 * Real.cos t) J)
      = Real.cos ((((K : ℤ) - J : ℤ) : ℝ) * t)
        - Real.cos ((((K : ℤ) + J + 1 : ℤ) : ℝ) * t) := by
  have e1 : (((K : ℤ) - J : ℤ) : ℝ) * t
      = ((K : ℝ) + 1 / 2) * t - ((J : ℝ) + 1 / 2) * t := by push_cast; ring
  have e2 : (((K : ℤ) + J + 1 : ℤ) : ℝ) * t
      = ((K : ℝ) + 1 / 2) * t + ((J : ℝ) + 1 / 2) * t := by push_cast; ring
  have h1 := Real.cos_two_mul (t / 2)
  rw [show 2 * (t / 2) = t by ring] at h1
  have hc : Real.cos t = 1 - 2 * Real.sin (t / 2) ^ 2 := by
    linarith [Real.sin_sq_add_cos_sq (t / 2)]
  rw [e1, e2, Real.cos_sub, Real.cos_add, ← sin_mul_rotChar t K, ← sin_mul_rotChar t J]
  linear_combination
    (-(rotChar (1 + 2 * Real.cos t) K * rotChar (1 + 2 * Real.cos t) J)) * hc
```

## (e) Orthonormality

Show that \(\langle\chi_K\chi_J\rangle_{\rm sph}=\delta_{KJ}\).

For an integer \(m\ne0\), \(\int_0^\pi\cos(mt)\,dt=\sin(m\pi)/m=0\); for \(m=0\) the integral is \(\pi\). In (d), \(K+J+1\) is never zero, and \(K-J\) is zero only for \(K=J\). Lean proves the integral as `hcos`.

```lean
/-- Characters of angular momenta `K` and `J` are orthonormal under the average over
all rotations. -/
theorem rotChar_orthonormal (K J : ℕ) :
    sphAverage (fun c => rotChar c K * rotChar c J) = if K = J then 1 else 0 := by
  have hcos : ∀ m : ℤ, ∫ t in (0 : ℝ)..Real.pi, Real.cos ((m : ℝ) * t)
      = if m = 0 then Real.pi else 0 := by
    intro m
    by_cases hm : m = 0
    · simp [hm]
    · have hm' : (m : ℝ) ≠ 0 := by exact_mod_cast hm
      rw [intervalIntegral.integral_comp_mul_left Real.cos hm', integral_cos,
        Real.sin_int_mul_pi]
      simp [hm]
  simp only [sphAverage, weighted_product]
  rw [intervalIntegral.integral_sub
    (Continuous.intervalIntegrable (by fun_prop) _ _)
    (Continuous.intervalIntegrable (by fun_prop) _ _), hcos, hcos,
    if_neg (show ¬((K : ℤ) + J + 1 = 0) by omega)]
  by_cases h : K = J
  · subst h
    simp [Real.pi_ne_zero]
  · rw [if_neg (show ¬((K : ℤ) - J = 0) by omega), if_neg h]
    simp
```

## (f) Extracting a coefficient

For real coefficients \(n_J\) and \(K<N\), show that
\[
\Bigl\langle\chi_K\sum_{J<N}n_J\chi_J\Bigr\rangle_{\rm sph}=n_K .
\]

Exchange the finite sum and the integral, then use (e). Without \(K<N\) this fails: for \(N=K=1\) and \(n_1=1\) the sum contains only \(\chi_0\), so the average is 0, not 1.

```lean
/-- Averaging a finite sum of characters against that of angular momentum `K` returns
the coefficient of `K`. -/
theorem sphAverage_coefficient (n : ℕ → ℝ) {N K : ℕ} (hK : K < N) :
    sphAverage (fun c => rotChar c K * ∑ J ∈ range N, n J * rotChar c J) = n K := by
  have h : ∀ t : ℝ, (1 - Real.cos t) * (rotChar (1 + 2 * Real.cos t) K *
      ∑ J ∈ range N, n J * rotChar (1 + 2 * Real.cos t) J)
      = ∑ J ∈ range N, n J * ((1 - Real.cos t) *
        (rotChar (1 + 2 * Real.cos t) K * rotChar (1 + 2 * Real.cos t) J)) := by
    intro t
    rw [Finset.mul_sum, Finset.mul_sum]
    exact Finset.sum_congr rfl fun J _ => by ring
  simp only [sphAverage, h]
  rw [intervalIntegral.integral_finsetSum, Finset.mul_sum]
  · calc _ = ∑ J ∈ range N, n J * (if K = J then 1 else 0) := by
          refine Finset.sum_congr rfl fun J _ => ?_
          rw [← rotChar_orthonormal K J, intervalIntegral.integral_const_mul, sphAverage]
          ring
      _ = n K := by simp [hK]
  · intro J _
    simp only [weighted_product]
    exact Continuous.intervalIntegrable (by fun_prop) _ _
```

## (g) Physical factors

With \(c=1+2\cos t\), show that \(F(c)=\chi_1\,\chi_1\,\chi_2\,(2\cos(t/2))^2\): dipole, p hole, d electron and two spins one half.

The recursion gives \(\chi_2=c^2-c-1\), and \(4\cos^2(t/2)=2+2\cos t=1+c\).

```lean
/-- For a rotation by angle `t`, the product contains the dipole, the p hole, the
d electron and a factor `2 cos (t/2)` for each of the two spins. -/
theorem edgeChar_factors (t : ℝ) :
    edgeChar (1 + 2 * Real.cos t) =
      rotChar (1 + 2 * Real.cos t) 1 * rotChar (1 + 2 * Real.cos t) 1 *
        rotChar (1 + 2 * Real.cos t) 2 * (2 * Real.cos (t / 2)) ^ 2 := by
  have h := Real.cos_two_mul (t / 2)
  rw [show 2 * (t / 2) = t by ring] at h
  have h2 : (2 * Real.cos (t / 2)) ^ 2 = 1 + (1 + 2 * Real.cos t) := by
    linear_combination (-2) * h
  rw [h2]
  simp only [edgeChar, rotChar]
  ring
```

## (h) Levels by total angular momentum

Show that \(F=\chi_1(\chi_0+3\chi_1+4\chi_2+3\chi_3+\chi_4)\).

For \(J\ge1\) the recursion reads \(c\chi_J=\chi_{J-1}+\chi_J+\chi_{J+1}\). Hence \(\chi_1\chi_2=\chi_1+\chi_2+\chi_3\), and multiplying by \(c\) again gives \(\chi_0+2\chi_1+3\chi_2+2\chi_3+\chi_4\). Add the two lines to obtain \(\chi_1\chi_2(1+c)\). Lean expands both sides as polynomials, over any commutative ring.

```lean
/-- The product is the dipole character times a sum of characters with `J = 0, ..., 4`
occurring 1, 3, 4, 3 and 1 times. -/
theorem edgeChar_levels {R : Type*} [CommRing R] (c : R) :
    edgeChar c = rotChar c 1 * ∑ J ∈ range 5, (levels J : R) * rotChar c J := by
  simp only [edgeChar, Finset.sum_range_succ, Finset.sum_range_zero, levels, rotChar]
  push_cast
  ring
```

## (i) Octahedral branching

Show that \(\langle\chi_1\chi_J\rangle_{\rm oct}=0,1,0,1,1\) for \(J=0,\dots,4\).

This average is the number of times the dipole representation occurs in a level of angular momentum \(J\), by the orthogonality of characters of a finite group, a standard result that is not proved here. By (b) it equals \([3\chi_J(3)-9\chi_J(-1)+6\chi_J(1)]/24\).

| \(J\) | \(\chi_J(3)\) | \(\chi_J(-1)\) | \(\chi_J(1)\) | average |
|---|---|---|---|---|
| 0 | 1 | 1 | 1 | 0 |
| 1 | 3 | −1 | 1 | 1 |
| 2 | 5 | 1 | −1 | 0 |
| 3 | 7 | −1 | −1 | 1 |
| 4 | 9 | 1 | 1 | 1 |

```lean
/-- The octahedral averages of the dipole character times that of `J = 0, 1, 2, 3, 4`
are 0, 1, 0, 1 and 1. -/
theorem octahedral_branching :
    octAverage (fun c => rotChar c 1 * rotChar c 0) = 0 ∧
    octAverage (fun c => rotChar c 1 * rotChar c 1) = 1 ∧
    octAverage (fun c => rotChar c 1 * rotChar c 2) = 0 ∧
    octAverage (fun c => rotChar c 1 * rotChar c 3) = 1 ∧
    octAverage (fun c => rotChar c 1 * rotChar c 4) = 1 := by
  refine ⟨?_, ?_, ?_, ?_, ?_⟩ <;> rw [octAverage_eq] <;> norm_num [rotChar]
```

## (j) The two counts

Show that \(\langle F\rangle_{\rm oct}=7\) and \(\langle F\rangle_{\rm sph}=3\).

Here \(F(3)=180\), \(F(0)=F(-1)=0\) and \(F(1)=-2\), so (b) gives \((180-12)/24=7\). The spherical average is the coefficient of \(\chi_1\) in (h), by (f) with \(K=1\), \(N=5\). Parts (h) and (i) also resolve the octahedral count as \(3+3+1\), from \(J=1,3,4\).

The same argument by hand for 3d⁹4f¹, with \(\chi_2\chi_3(1+c)\) for hole, electron and spins, again gives a spherical count of three.

```lean
/-- The character product of dipole, p hole, d electron and two spins averages to 7 over
the octahedral rotations and to 3 over all rotations. -/
theorem edge_averages : octAverage edgeChar = 7 ∧ sphAverage edgeChar = 3 := by
  constructor
  · rw [octAverage_eq]
    norm_num [edgeChar]
  · -- the spherical average picks out the coefficient of J = 1
    have h : (edgeChar : ℝ → ℝ) =
        fun c => rotChar c 1 * ∑ J ∈ range 5, (levels J : ℝ) * rotChar c J :=
      funext fun c => edgeChar_levels c
    rw [h, sphAverage_coefficient (fun J => (levels J : ℝ)) (by norm_num : 1 < 5)]
    norm_num [levels]

end CoreExcitonMultiplets
```

```lean
#print axioms CoreExcitonMultiplets.signedPerm_injective
-- 'CoreExcitonMultiplets.signedPerm_injective' depends on axioms: [propext, Quot.sound]
#print axioms CoreExcitonMultiplets.edgeChar_factors
-- 'CoreExcitonMultiplets.edgeChar_factors' depends on axioms: [propext, Classical.choice, Quot.sound]
#print axioms CoreExcitonMultiplets.octahedral_branching
-- 'CoreExcitonMultiplets.octahedral_branching' depends on axioms: [propext, Classical.choice, Quot.sound]
#print axioms CoreExcitonMultiplets.edge_averages
-- 'CoreExcitonMultiplets.edge_averages' depends on axioms: [propext, Classical.choice, Quot.sound]
```
